# Repulsion between Fermi-surface patches can pair electrons if it outweighs repulsion within them, and the gap then changes sign

Q: Take a metal with a hole pocket and an electron pocket. Every matrix element that scatters a Cooper pair (k, −k) into (k′, −k′) is repulsive, and spin fluctuations make scattering between the pockets stronger than scattering within them. A bound pair needs attraction somewhere. Where does it come from, and can a statement about matrices capture it?

A: It comes from the sign of the gap. If the gap has opposite signs on the two pockets, the repulsion between them enters the gap equation as an attraction. Divide the Fermi surface into finitely many patches. Let V_ij be the irreducible pairing vertex between patches i and j, positive for repulsion, and let w_j > 0 be the pair propagator summed over patch j. The linearised equation for the gap Δ is

−Σ_j V_ij w_j Δ_j = λ Δ_i, with Δ ≠ 0.

A channel is attractive when λ > 0, and it becomes unstable when λ reaches one. Here λ is the eigenvalue of this equation, not the electron-phonon coupling constant of the same name.

```lean
import Mathlib

open Matrix

namespace RepulsivePairing

variable {n : Type*} [Fintype n]

/-- The linearised gap equation: a nonzero gap `Δ` on the patches of the Fermi surface is
reproduced, up to the pairing eigenvalue `lam`, by minus the vertex `V` acting on the gap
weighted with the pair propagator `w`. -/
def IsGapSolution (V : Matrix n n ℝ) (w : n → ℝ) (lam : ℝ) (Δ : n → ℝ) : Prop :=
  Δ ≠ 0 ∧ ∀ i, -∑ j, V i j * w j * Δ j = lam * Δ i
```

Q: What has been idealised away already?

A: The type `n` is the finite set of patches, and `V`, `w`, `lam` and `Δ` are real. The vertex is static, so frequency dependence is gone. Because Δ is real, complex gaps such as chiral states are left out too. For singlet pairing, read each patch as containing both k and −k, which makes the gap even.

Q: And "sign-changing" means d-wave?

A: It means only that the gap is positive on some patch and negative on another. A d-wave gap does that, and so does an s± gap on two pockets. Zeros elsewhere are allowed.

```lean
/-- The gap is positive on some patch and negative on another. -/
def ChangesSign (Δ : n → ℝ) : Prop := (∃ i, 0 < Δ i) ∧ ∃ j, Δ j < 0
```

Q: Why can't a gap of one sign survive?

A: Suppose Δ_j ≥ 0 everywhere and Δ_k > 0 on some patch k. Every term of the sum is nonnegative, so on every patch i

Σ_j V_ij w_j Δ_j ≥ V_ik w_k Δ_k > 0.

The lemma `repulsion_pos` says this. Lean finds the patch k from Δ ≠ 0 and uses the fact that a sum of nonnegative terms with one positive term is positive.

```lean
/-- For a vertex with positive entries and positive weights, a nonzero gap that is nowhere
negative feels a strictly positive repulsion on every patch. -/
theorem repulsion_pos {V : Matrix n n ℝ} {w Δ : n → ℝ} (hV : ∀ i j, 0 < V i j)
    (hw : ∀ i, 0 < w i) (hne : Δ ≠ 0) (hΔ : ∀ i, 0 ≤ Δ i) (i : n) :
    0 < ∑ j, V i j * w j * Δ j := by
  obtain ⟨k, hk⟩ := Function.ne_iff.mp hne
  have hk' : 0 < Δ k := lt_of_le_of_ne (hΔ k) (Ne.symm hk)
  exact Finset.sum_pos'
    (fun j _ => mul_nonneg (mul_pos (hV i j) (hw j)).le (hΔ j))
    ⟨k, Finset.mem_univ k, mul_pos (mul_pos (hV i k) (hw k)) hk'⟩
```

The gap equation now gives λ Δ_i < 0, which is impossible for λ ≥ 0 and Δ_i ≥ 0. If instead Δ_j ≤ 0 everywhere, the same argument applies to −Δ. The two halves of the next proof are these two cases, each by contradiction.

```lean
/-- For a vertex with positive entries and positive weights, every solution of the gap equation
with nonnegative pairing eigenvalue changes sign. -/
theorem gap_changes_sign {V : Matrix n n ℝ} {w Δ : n → ℝ} {lam : ℝ}
    (hV : ∀ i j, 0 < V i j) (hw : ∀ i, 0 < w i) (hlam : 0 ≤ lam)
    (h : IsGapSolution V w lam Δ) : ChangesSign Δ := by
  obtain ⟨hne, heq⟩ := h
  obtain ⟨k, -⟩ := Function.ne_iff.mp hne
  constructor
  · by_contra hcon
    have hc : ∀ i, Δ i ≤ 0 := fun i => not_lt.mp fun hi => hcon ⟨i, hi⟩
    -- the reversed gap would be nowhere negative
    have hp := repulsion_pos hV hw (neg_ne_zero.mpr hne)
      (fun i => neg_nonneg.mpr (hc i)) k
    simp only [Pi.neg_apply, mul_neg, Finset.sum_neg_distrib] at hp
    rw [heq k] at hp
    nlinarith [mul_nonneg hlam (neg_nonneg.mpr (hc k))]
  · by_contra hcon
    have hc : ∀ i, 0 ≤ Δ i := fun i => not_lt.mp fun hi => hcon ⟨i, hi⟩
    have hp := repulsion_pos hV hw hne hc k
    linarith [heq k, mul_nonneg hlam (hc k)]
```

Q: That restricts solutions without producing one. Where does an attractive channel come from?

A: From a condition on two patches:

V_ij² > V_ii V_jj.

Scattering between the patches must exceed the geometric mean of the scattering within them. This forces i ≠ j. Start with unit weights and take the trial vector x = V_ij e_i − V_ii e_j, where e_i is one on patch i and zero elsewhere. For symmetric V,

xᵀVx = V_ii V_ij² − 2 V_ii V_ij² + V_ii² V_jj = V_ii (V_ii V_jj − V_ij²) < 0.

The vector is not normalised; dividing by xᵀx = V_ij² + V_ii² gives the expectation value, with the same sign. In an orthonormal eigenbasis of V, with eigenvalues μ_k and components c_k of x,

xᵀVx = Σ_k μ_k c_k²,

so at least one μ_k is negative.

Lean runs this backwards. If no eigenvalue were negative, V would be positive semidefinite and its quadratic form nonnegative on every vector. The trial vector, written with `Pi.single`, contradicts that. This lemma assumes symmetry and V_ii > 0, but no sign for the other entries. The assumption V_ii > 0 serves this trial vector; the conclusion holds without it too.

```lean
/-- If the scattering between two patches of a symmetric vertex outweighs the scattering within
them, `V i i * V j j < V i j ^ 2` with `V i i` positive, the vertex has a negative eigenvalue. -/
theorem exists_neg_eigenvalue {V : Matrix n n ℝ} (hV : V.IsSymm) {i j : n}
    (hi : 0 < V i i) (h : V i i * V j j < V i j ^ 2) :
    ∃ μ : ℝ, μ < 0 ∧ ∃ x : n → ℝ, x ≠ 0 ∧ V *ᵥ x = μ • x := by
  classical
  have hH : V.IsHermitian := Matrix.IsHermitian.ext fun a b => by
    rw [star_trivial]; exact hV.apply a b
  by_contra hcon
  -- without a negative eigenvalue the quadratic form would be nonnegative
  have hpsd : V.PosSemidef := hH.posSemidef_iff_eigenvalues_nonneg.mpr fun k => by
    by_contra hk
    have hk' : hH.eigenvalues k < 0 := not_le.mp hk
    refine hcon ⟨hH.eigenvalues k, hk', (hH.eigenvectorBasis k).ofLp, ?_,
      hH.mulVec_eigenvectorBasis k⟩
    intro h0
    exact hH.eigenvectorBasis.orthonormal.ne_zero k (by ext a; exact congrFun h0 a)
  -- trial vector with opposite signs on the two patches
  have hq := hpsd.dotProduct_mulVec_nonneg (Pi.single i (V i j) + Pi.single j (-V i i))
  rw [star_trivial] at hq
  simp only [Matrix.mulVec_add, add_dotProduct, dotProduct_add, single_dotProduct,
    Matrix.mulVec, dotProduct_single] at hq
  rw [hV.apply i j] at hq
  nlinarith [mul_pos hi (sub_pos.mpr h)]
```

Q: Real patches have different densities of states. Once weights appear, the matrix V_ij w_j is no longer symmetric.

A: Split each weight evenly between the two sides. With s_i = √w_i, define

S_ij = s_i V_ij s_j.

This matrix is symmetric, and the condition carries over:

S_ij² − S_ii S_jj = w_i w_j (V_ij² − V_ii V_jj) > 0.

So S y = μ y for some μ < 0 and y ≠ 0. Set Δ_i = y_i / s_i. Then

Σ_j V_ij w_j Δ_j = Σ_j V_ij s_j y_j = (1/s_i) Σ_j S_ij y_j = μ Δ_i,

which is the gap equation with λ = −μ > 0.

The theorem `pairing_from_repulsion` has two conclusions: some attractive solution exists, and every attractive solution changes sign. The proof obtains `s` from the square roots, applies the previous lemma to S, and checks the transformed gap in its last block.

```lean
/-- Pairing from repulsion: for a symmetric vertex with positive entries, positive weights and
`V i i * V j j < V i j ^ 2` for some patches, the gap equation has a solution with positive
pairing eigenvalue, and every such solution changes sign. -/
theorem pairing_from_repulsion {V : Matrix n n ℝ} {w : n → ℝ} (hV : V.IsSymm)
    (hpos : ∀ i j, 0 < V i j) (hw : ∀ i, 0 < w i)
    (h : ∃ i j, V i i * V j j < V i j ^ 2) :
    (∃ lam > 0, ∃ Δ, IsGapSolution V w lam Δ) ∧
      ∀ lam > 0, ∀ Δ, IsGapSolution V w lam Δ → ChangesSign Δ := by
  refine ⟨?_, fun lam hlam Δ hΔ => gap_changes_sign hpos hw (le_of_lt hlam) hΔ⟩
  obtain ⟨i, j, hij⟩ := h
  obtain ⟨s, hs, hsw⟩ : ∃ s : n → ℝ, (∀ a, 0 < s a) ∧ ∀ a, w a = s a * s a :=
    ⟨fun a => √(w a), fun a => Real.sqrt_pos.mpr (hw a),
      fun a => (Real.mul_self_sqrt (hw a).le).symm⟩
  -- absorb the weights symmetrically into the vertex
  obtain ⟨μ, hμ, y, hy, hS⟩ := exists_neg_eigenvalue
    (V := Matrix.of fun a b => s a * V a b * s b) (i := i) (j := j)
    (Matrix.IsSymm.ext fun a b => by
      simp only [Matrix.of_apply]
      rw [hV.apply a b]; ring)
    (mul_pos (mul_pos (hs i) (hpos i i)) (hs i))
    (by
      have h2 := mul_lt_mul_of_pos_left hij (pow_pos (mul_pos (hs i) (hs j)) 2)
      simp only [Matrix.of_apply]
      nlinarith [h2])
  refine ⟨-μ, by linarith, fun a => y a / s a, ?_, ?_⟩
  · intro h0
    apply hy
    ext a
    have ha := congrFun h0 a
    simpa [(hs a).ne'] using ha
  · intro a
    have h1 := congrFun hS a
    simp only [Matrix.mulVec, dotProduct, Matrix.of_apply, Pi.smul_apply, smul_eq_mul] at h1
    have h2 : ∑ b, V a b * w b * (y b / s b) = (∑ b, s a * V a b * s b * y b) / s a := by
      rw [Finset.sum_div]
      refine Finset.sum_congr rfl fun b _ => ?_
      have ha := (hs a).ne'
      have hb := (hs b).ne'
      rw [hsw b]
      field_simp
    change -∑ b, V a b * w b * (y b / s b) = -μ * (y a / s a)
    rw [h2, h1]
    ring
```

Q: How does this relate to the eigenvectors of V itself?

A: Set all weights to one. The gap equation becomes V Δ = −λ Δ, so attractive channels are the eigenvectors of V with negative eigenvalue. In Lean, `V *ᵥ x = μ • x` is the eigenvalue equation, and the proof passes `lam := -μ` to the sign argument.

```lean
/-- A symmetric vertex with positive entries and `V i i * V j j < V i j ^ 2` for some patches has
a negative eigenvalue, and every eigenvector with negative eigenvalue changes sign. -/
theorem negative_eigenvectors_change_sign {V : Matrix n n ℝ} (hV : V.IsSymm)
    (hpos : ∀ i j, 0 < V i j) (h : ∃ i j, V i i * V j j < V i j ^ 2) :
    (∃ μ : ℝ, μ < 0 ∧ ∃ x : n → ℝ, x ≠ 0 ∧ V *ᵥ x = μ • x) ∧
      ∀ μ : ℝ, μ < 0 → ∀ x : n → ℝ, x ≠ 0 → V *ᵥ x = μ • x → ChangesSign x := by
  obtain ⟨i, j, hij⟩ := h
  refine ⟨exists_neg_eigenvalue hV (hpos i i) hij, fun μ hμ x hx hE => ?_⟩
  refine gap_changes_sign (w := fun _ => 1) (lam := -μ) hpos (fun _ => one_pos)
    (by linarith) ⟨hx, fun a => ?_⟩
  have ha := congrFun hE a
  simp only [Matrix.mulVec, dotProduct, Pi.smul_apply, smul_eq_mul] at ha
  simp only [mul_one]
  rw [ha]
  ring
```

Q: A positive λ is not yet a superconductor. The instability needs λ = 1.

A: Multiply all weights by a common L > 0. The left side of the gap equation is multiplied by L, so a solution with eigenvalue λ becomes one with eigenvalue Lλ. Choosing L = 1/λ gives exactly one, with the same gap. In weak coupling L plays the part of the Cooper logarithm, which grows on cooling.

The step from here to a real metal is the assumption that cooling does scale all weights together, up to the required L, while V stays fixed. The theorem supplies the factor and leaves that assumption to physics. It also doesn't say that its L belongs to the first instability met on cooling.

```lean
/-- For a symmetric vertex with positive entries, positive weights and `V i i * V j j < V i j ^ 2`
for some patches, the weights can be rescaled by a common factor `L > 0` so that the pairing
eigenvalue is exactly one, with a gap that changes sign. -/
theorem pairing_instability {V : Matrix n n ℝ} {w : n → ℝ} (hV : V.IsSymm)
    (hpos : ∀ i j, 0 < V i j) (hw : ∀ i, 0 < w i)
    (h : ∃ i j, V i i * V j j < V i j ^ 2) :
    ∃ L : ℝ, L > 0 ∧ ∃ Δ, IsGapSolution V (fun i => L * w i) 1 Δ ∧ ChangesSign Δ := by
  obtain ⟨⟨lam, hlam, Δ, hΔ⟩, hsign⟩ := pairing_from_repulsion hV hpos hw h
  refine ⟨lam⁻¹, inv_pos.mpr hlam, Δ, ⟨hΔ.1, fun a => ?_⟩, hsign lam hlam Δ hΔ⟩
  have h1 : ∑ b, V a b * (lam⁻¹ * w b) * Δ b = lam⁻¹ * ∑ b, V a b * w b * Δ b := by
    rw [Finset.mul_sum]
    exact Finset.sum_congr rfl fun b _ => by ring
  rw [h1, ← mul_neg, hΔ.2 a, one_mul, inv_mul_cancel_left₀ (ne_of_gt hlam)]
```

Q: Is the condition on V also necessary?

A: For two patches it is, whatever the positive weights. Label the patches 0 and 1, and write a = w_0 Δ_0 and b = w_1 Δ_1. Multiply the gap equation on each patch by −w_i Δ_i and add:

V_00 a² + 2 V_01 a b + V_11 b² = −λ (w_0 Δ_0² + w_1 Δ_1²).

For λ > 0 the right side is negative. Completing the square on the left gives

V_00 (V_00 a² + 2 V_01 a b + V_11 b²) = (V_00 a + V_01 b)² + (V_00 V_11 − V_01²) b².

If V_01² ≤ V_00 V_11, this is nonnegative, a contradiction. In the code, `hN` is the positivity of the weighted norm, `hE` is the first identity and `hq` is the completed square. For more patches, the theorems give only the sufficient direction.

```lean
/-- For two patches, a symmetric vertex with positive entries and positive weights, a positive
pairing eigenvalue exists exactly when `V 0 0 * V 1 1 < V 0 1 ^ 2`. -/
theorem two_patch_criterion {V : Matrix (Fin 2) (Fin 2) ℝ} {w : Fin 2 → ℝ} (hV : V.IsSymm)
    (hpos : ∀ i j, 0 < V i j) (hw : ∀ i, 0 < w i) :
    (∃ lam > 0, ∃ Δ, IsGapSolution V w lam Δ) ↔ V 0 0 * V 1 1 < V 0 1 ^ 2 := by
  refine ⟨?_, fun h => (pairing_from_repulsion hV hpos hw ⟨0, 1, h⟩).1⟩
  rintro ⟨lam, hlam, Δ, hne, heq⟩
  by_contra hc
  have hc' := not_lt.mp hc
  have h0 := heq 0
  have h1 := heq 1
  simp only [Fin.sum_univ_two] at h0 h1
  rw [hV.apply 0 1] at h1
  obtain ⟨k, hk⟩ := Function.ne_iff.mp hne
  have hN : 0 < ∑ a, w a * Δ a ^ 2 := Finset.sum_pos'
    (fun a _ => mul_nonneg (hw a).le (sq_nonneg _))
    ⟨k, Finset.mem_univ k, mul_pos (hw k) (pow_pos (abs_pos.mpr hk) 2 |>.trans_eq (sq_abs _))⟩
  rw [Fin.sum_univ_two] at hN
  -- the interaction energy of the gap, negative by the gap equation
  have hE : V 0 0 * (w 0 * Δ 0) ^ 2 + 2 * V 0 1 * (w 0 * Δ 0) * (w 1 * Δ 1)
      + V 1 1 * (w 1 * Δ 1) ^ 2 = -(lam * (w 0 * Δ 0 ^ 2 + w 1 * Δ 1 ^ 2)) := by
    linear_combination (-(w 0 * Δ 0)) * h0 - (w 1 * Δ 1) * h1
  -- completing the square shows that it is nonnegative
  have hq : 0 ≤ V 0 0 * (V 0 0 * (w 0 * Δ 0) ^ 2 + 2 * V 0 1 * (w 0 * Δ 0) * (w 1 * Δ 1)
      + V 1 1 * (w 1 * Δ 1) ^ 2) := by
    nlinarith [sq_nonneg (V 0 0 * (w 0 * Δ 0) + V 0 1 * (w 1 * Δ 1)),
      mul_nonneg (sub_nonneg.mpr hc') (sq_nonneg (w 1 * Δ 1))]
  rw [hE] at hq
  nlinarith [mul_pos (hpos 0 0) (mul_pos hlam hN)]
```

Q: Show me one gap explicitly.

A: Let U be the scattering within each of two patches and W the scattering between them, with unit weights. The gap (1, −1), whose overall scale is free because the equation is linear, gives −(U − W) = W − U on patch 0 and −(W − U) on patch 1. Its eigenvalue is therefore W − U, attractive exactly when W > U. The Lean proof checks the two components separately.

```lean
/-- With scattering `U` within and `W` between two patches of unit weight, the gap `(1, -1)`
solves the gap equation with pairing eigenvalue `W - U`. -/
theorem two_patch_gap_witness (U W : ℝ) :
    IsGapSolution !![U, W; W, U] (fun _ => 1) (W - U) ![1, -1] := by
  refine ⟨fun h => by simpa using congrFun h 0, fun i => ?_⟩
  fin_cases i <;> simp [Fin.sum_univ_two] <;> ring

end RepulsivePairing
```

```lean
#print axioms RepulsivePairing.gap_changes_sign
-- 'RepulsivePairing.gap_changes_sign' depends on axioms: [propext, Classical.choice, Quot.sound]
#print axioms RepulsivePairing.negative_eigenvectors_change_sign
-- 'RepulsivePairing.negative_eigenvectors_change_sign' depends on axioms: [propext, Classical.choice, Quot.sound]
#print axioms RepulsivePairing.pairing_instability
-- 'RepulsivePairing.pairing_instability' depends on axioms: [propext, Classical.choice, Quot.sound]
#print axioms RepulsivePairing.two_patch_criterion
-- 'RepulsivePairing.two_patch_criterion' depends on axioms: [propext, Classical.choice, Quot.sound]
```

Q: With numbers?

A: Take U = 1 and W = 3. The condition holds, since 1 · 1 < 3². For the gap (1, −1):

patch 0: −(1 · 1 + 3 · (−1)) = 2 = 2 · 1

patch 1: −(3 · 1 + 1 · (−1)) = −2 = 2 · (−1)

So λ = 2, and halving both weights brings it to one. The uniform gap (1, 1) gives −4 on both patches, so λ = −4 and that channel is repulsive.

Q: Where would I meet this in practice?

A: In linearised gap equations with a spin-fluctuation or parquet vertex, provided the vertex is static, discretised on finitely many patches and positive in every entry. If such a calculation reports λ > 0 with a gap of one sign, check the sign convention of the vertex first.
